# An invertible change of basis preserves tr(PS), tr(PF), PSP = P and FPS = SPF

Take a single basis function $\varphi$ with overlap $S=\langle\varphi,\varphi\rangle$ and density operator $P\,|\varphi\rangle\langle\varphi|$, where $P$ is a number. Replace $\varphi$ by $\varphi'=t\varphi$ with $t\neq 0$. The overlap becomes $S'=|t|^2S$, and the density operator stays the same if $P'=P/|t|^2$. Hence $P'S'=PS$: the factors cancel because $S$ and $P$ transform in opposite ways.

With several functions, $t$ becomes a matrix $T$. The inner factors of a product still cancel, and the outer ones are removed by a trace or by inverting the transformation.

## Basis functions, operators and densities

The functions $\varphi_i$ are vectors in a complex inner product space `E`, labelled by a finite index type `n`. They need not be orthogonal, normalised or even linearly independent.

```lean
import Mathlib

open Matrix

namespace NonorthogonalBasisChange

noncomputable section

variable {n : Type*} [Fintype n] [DecidableEq n]
variable {E : Type*} [NormedAddCommGroup E] [InnerProductSpace ℂ E]
```

The new functions are $\varphi'_j=\sum_i T_{ij}\varphi_i$, so column $j$ of $T$ holds the coefficients of $\varphi'_j$.

```lean
/-- The new basis functions `φ'_j = ∑ i, T_ij φ_i`. -/
def newBasis (φ : n → E) (T : Matrix n n ℂ) (j : n) : E := ∑ i, T i j • φ i
```

An operator $f$ has the matrix $A_{ij}=\langle\varphi_i,f\varphi_j\rangle$. The inner product is conjugate-linear in its first argument. Taking $f=1$ gives the overlap matrix $S$, and taking the Fock operator gives $F$. Here $f$ is a linear map defined on all of `E`, so an unbounded operator with a smaller domain is not covered directly.

```lean
/-- The matrix `⟨φ_i, f φ_j⟩` of an operator `f`; the overlap matrix is the case `f = 1`. -/
def opMatrix (φ : n → E) (f : E →ₗ[ℂ] E) : Matrix n n ℂ :=
  Matrix.of fun i j => inner ℂ (φ i) (f (φ j))
```

The density matrix $P$ represents the operator $x\mapsto\sum_{ij}P_{ij}\langle\varphi_j,x\rangle\,\varphi_i$.

```lean
/-- The density operator `∑ P_ij |φ_i⟩⟨φ_j|` applied to a vector `x`. -/
def densityOperator (φ : n → E) (P : Matrix n n ℂ) (x : E) : E :=
  ∑ i, (P *ᵥ fun j => inner ℂ (φ j) x) i • φ i
```

Operator matrices are to transform as $A'=T^\dagger AT$, where $T^\dagger$ is the conjugate transpose, written `Tᴴ` in Lean.

```lean
/-- The transformation `A' = Tᴴ A T` of overlap and Fock matrices. -/
def formChange (T A : Matrix n n ℂ) : Matrix n n ℂ := Tᴴ * A * T
```

Density matrices are to transform as $P'=T^{-1}P(T^{-1})^\dagger$.

```lean
/-- The transformation `P' = T⁻¹ P (T⁻¹)ᴴ` of density matrices, meant for invertible `T`. -/
def densityChange (T P : Matrix n n ℂ) : Matrix n n ℂ := T⁻¹ * P * (T⁻¹)ᴴ
```

## Why the two transformation laws differ

The first law follows by expanding both arguments of the inner product:

$$\langle\varphi'_i,f\varphi'_j\rangle=\sum_{l}\sum_{k}\overline{T_{ki}}\,\langle\varphi_k,f\varphi_l\rangle\,T_{lj}=(T^\dagger AT)_{ij}.$$

The Lean proof pulls out the sum over $l$, then the sum over $k$, and compares the terms.

```lean
omit [DecidableEq n] in
/-- The matrix of any operator in the new basis is `Tᴴ A T`, where `A` is its matrix in the
old basis. -/
theorem opMatrix_newBasis (φ : n → E) (T : Matrix n n ℂ) (f : E →ₗ[ℂ] E) :
    opMatrix (newBasis φ T) f = formChange T (opMatrix φ f) := by
  ext i j
  simp only [opMatrix, newBasis, formChange, Matrix.mul_apply, Matrix.of_apply,
    Matrix.conjTranspose_apply, map_sum, map_smul]
  rw [inner_sum]
  refine Finset.sum_congr rfl fun l _ => ?_
  rw [inner_smul_right, sum_inner, Finset.mul_sum, Finset.sum_mul]
  refine Finset.sum_congr rfl fun k _ => ?_
  rw [inner_smul_left, starRingEnd_apply]
  ring
```

For the density matrix, invertibility of $T$ gives

$$TP'T^\dagger=(TT^{-1})\,P\,\big((T^{-1})^\dagger T^\dagger\big)=P.$$

In Lean, invertibility is the hypothesis `IsUnit T.det`, which over the complex numbers means $\det T\neq0$.

```lean
/-- For invertible `T` the old density matrix is recovered as `P = T P' Tᴴ`. -/
theorem densityChange_back {T : Matrix n n ℂ} (hT : IsUnit T.det) (P : Matrix n n ℂ) :
    T * densityChange T P * Tᴴ = P := by
  have h1 : T * T⁻¹ = 1 := Matrix.mul_nonsing_inv T hT
  have h2 : (T⁻¹)ᴴ * Tᴴ = 1 := by
    rw [← Matrix.conjTranspose_mul, h1, Matrix.conjTranspose_one]
  calc T * densityChange T P * Tᴴ = (T * T⁻¹) * P * ((T⁻¹)ᴴ * Tᴴ) := by
        simp only [densityChange, Matrix.mul_assoc]
    _ = P := by rw [h1, h2, Matrix.one_mul, Matrix.mul_one]
```

This identity is what keeps the density operator fixed. For any $x$, put $b_j=\langle\varphi_j,x\rangle$. The overlaps with the new functions are $b'=T^\dagger b$, and a vector with new coefficients $v$ has old coefficients $Tv$. The new expression for the density operator therefore has old coefficients $TP'T^\dagger b=Pb$. The steps `h1` and `h2` are these two conversions.

```lean
/-- For invertible `T`, the new density matrix in the new basis describes the same density
operator as the old density matrix in the old basis. -/
theorem densityOperator_invariant (φ : n → E) {T : Matrix n n ℂ} (hT : IsUnit T.det)
    (P : Matrix n n ℂ) (x : E) :
    densityOperator (newBasis φ T) (densityChange T P) x = densityOperator φ P x := by
  -- overlaps with the new functions carry a factor `Tᴴ`
  have h1 : (fun j => inner ℂ (newBasis φ T j) x) = Tᴴ *ᵥ fun j => inner ℂ (φ j) x := by
    ext j
    simp only [newBasis, sum_inner, inner_smul_left, Matrix.mulVec, dotProduct,
      Matrix.conjTranspose_apply, starRingEnd_apply]
  -- expansion coefficients return to the old basis through `T`
  have h2 : ∀ v : n → ℂ, ∑ a, v a • newBasis φ T a = ∑ i, (T *ᵥ v) i • φ i := by
    intro v
    simp only [newBasis, Finset.smul_sum, smul_smul, Matrix.mulVec, dotProduct,
      Finset.sum_smul]
    rw [Finset.sum_comm]
    refine Finset.sum_congr rfl fun i _ => Finset.sum_congr rfl fun a _ => ?_
    rw [mul_comm]
  unfold densityOperator
  rw [h1, h2, Matrix.mulVec_mulVec, Matrix.mulVec_mulVec, densityChange_back hT]
```

## A similarity transformation for PS and PF

Multiplying the two laws cancels the inner factors:

$$P'A'=T^{-1}P\,(T^{-1})^\dagger T^\dagger\,AT=T^{-1}(PA)T.$$

```lean
/-- For invertible `T` the product of density matrix and operator matrix undergoes a
similarity transformation, `P'A' = T⁻¹ (PA) T`. -/
theorem density_mul_form {T : Matrix n n ℂ} (hT : IsUnit T.det) (P A : Matrix n n ℂ) :
    densityChange T P * formChange T A = T⁻¹ * (P * A) * T := by
  have h2 : (T⁻¹)ᴴ * Tᴴ = 1 := by
    rw [← Matrix.conjTranspose_mul, Matrix.mul_nonsing_inv T hT, Matrix.conjTranspose_one]
  calc densityChange T P * formChange T A = T⁻¹ * P * ((T⁻¹)ᴴ * Tᴴ) * A * T := by
        simp only [densityChange, formChange, Matrix.mul_assoc]
    _ = T⁻¹ * (P * A) * T := by rw [h2, Matrix.mul_one, Matrix.mul_assoc T⁻¹ P A]
```

Similar matrices have the same characteristic polynomial, so $P'S'$ and $PS$ have the same eigenvalues with the same algebraic multiplicities. The proof moves $T$ cyclically to the front, where it meets $T^{-1}$.

```lean
/-- For invertible `T` the matrices `P'S'` and `PS` have the same characteristic polynomial. -/
theorem charpoly_invariant {T : Matrix n n ℂ} (hT : IsUnit T.det) (P S : Matrix n n ℂ) :
    (densityChange T P * formChange T S).charpoly = (P * S).charpoly := by
  rw [density_mul_form hT, Matrix.charpoly_mul_comm, ← Matrix.mul_assoc,
    Matrix.mul_nonsing_inv T hT, Matrix.one_mul]
```

## Traces, idempotency and self-consistency

Cyclicity of the trace gives $\operatorname{tr}(P'A')=\operatorname{tr}(TT^{-1}PA)=\operatorname{tr}(PA)$, for $A=S$ and for $A=F$. For the two matrix conditions, the similarity relation yields

$$P'S'P'=T^{-1}(PS)T\,T^{-1}P(T^{-1})^\dagger=T^{-1}(PSP)(T^{-1})^\dagger,$$

$$F'P'S'=T^\dagger FT\,T^{-1}(PS)T=T^\dagger(FPS)T,$$

and likewise $S'P'F'=T^\dagger(SPF)T$. Both transformations can be undone, so equality in one basis is equivalent to equality in the other.

In the proof, `htr` is the trace argument, `hP` and `hF` are the displayed products, and `densityChange_back` and `hback` undo the transformations.

The theorem holds for arbitrary complex square matrices $S$, $F$, $P$; no Hermiticity or positivity is needed. The physical reading needs more. With $P$ normalised so that a filled spin orbital counts as 1, $\operatorname{tr}(PS)$ is the electron number, and for Hermitian $P$ and linearly independent basis functions $PSP=P$ is the single-determinant condition. A closed-shell $P$ that counts each filled spatial orbital as 2 satisfies $PSP=2P$ instead, so $P/2$ is the matrix to test. The trace $\operatorname{tr}(PF)$ is the total energy for non-interacting electrons, but not in general for Hartree–Fock.

$F$ is a given matrix here. The condition $FPS=SPF$ expresses self-consistency only when $F$ is the Fock matrix built from the same $P$. That the Fock operator built from $P$ is itself unchanged is a further physical argument, resting on the unchanged density operator.

```lean
/-- Under an invertible change of basis, `tr(PS)` and `tr(PF)` keep their values, and the
idempotency condition `PSP = P` and the self-consistency condition `FPS = SPF` each hold in
the new basis exactly when they hold in the old one. -/
theorem basis_change_invariance {T : Matrix n n ℂ} (hT : IsUnit T.det)
    (S F P : Matrix n n ℂ) :
    let S' := formChange T S
    let F' := formChange T F
    let P' := densityChange T P
    (P' * S').trace = (P * S).trace ∧ (P' * F').trace = (P * F).trace ∧
    (P' * S' * P' = P' ↔ P * S * P = P) ∧
    (F' * P' * S' = S' * P' * F' ↔ F * P * S = S * P * F) := by
  intro S' F' P'
  have h1 : T * T⁻¹ = 1 := Matrix.mul_nonsing_inv T hT
  have h2 : (T⁻¹)ᴴ * Tᴴ = 1 := by
    rw [← Matrix.conjTranspose_mul, h1, Matrix.conjTranspose_one]
  have htr : ∀ A : Matrix n n ℂ,
      (densityChange T P * formChange T A).trace = (P * A).trace := by
    intro A
    rw [density_mul_form hT, Matrix.trace_mul_comm, ← Matrix.mul_assoc, h1, Matrix.one_mul]
  -- `PSP` transforms like a density matrix
  have hP : P' * S' * P' = densityChange T (P * S * P) := by
    calc P' * S' * P' = T⁻¹ * (P * S) * T * P' := by rw [density_mul_form hT]
      _ = T⁻¹ * (P * S) * (T * T⁻¹) * P * (T⁻¹)ᴴ := by
        simp only [P', densityChange, Matrix.mul_assoc]
      _ = densityChange T (P * S * P) := by
        rw [h1, Matrix.mul_one]
        simp only [densityChange, Matrix.mul_assoc]
  -- `APB` transforms like an operator matrix
  have hF : ∀ A B : Matrix n n ℂ,
      formChange T A * P' * formChange T B = formChange T (A * P * B) := by
    intro A B
    calc formChange T A * P' * formChange T B
        = formChange T A * (T⁻¹ * (P * B) * T) := by
          rw [Matrix.mul_assoc, density_mul_form hT]
      _ = Tᴴ * A * (T * T⁻¹) * (P * B) * T := by
          simp only [formChange, Matrix.mul_assoc]
      _ = formChange T (A * P * B) := by
          rw [h1, Matrix.mul_one]
          simp only [formChange, Matrix.mul_assoc]
  have hback : ∀ A : Matrix n n ℂ, (T⁻¹)ᴴ * formChange T A * T⁻¹ = A := by
    intro A
    calc (T⁻¹)ᴴ * formChange T A * T⁻¹ = ((T⁻¹)ᴴ * Tᴴ) * A * (T * T⁻¹) := by
          simp only [formChange, Matrix.mul_assoc]
      _ = A := by rw [h1, h2, Matrix.one_mul, Matrix.mul_one]
  refine ⟨htr S, htr F, ?_, ?_⟩
  · rw [hP]
    constructor
    · intro h
      rw [← densityChange_back hT (P * S * P), h]
      exact densityChange_back hT P
    · intro h
      rw [h]
  · rw [hF F S, hF S F]
    constructor
    · intro h
      rw [← hback (F * P * S), h, hback]
    · intro h
      rw [h]
```

Invertibility matters already for one function. Let $T=0$ and $S=P=1$. Then $\operatorname{tr}(PS)=1$, but $S'=0$, so $\operatorname{tr}(P'S')=0$ whatever number is chosen for $P'$. The new function is the zero vector and cannot carry the electron.

## Passing to an orthonormal basis

If $T^\dagger ST=1$, then $T^\dagger S$ is a left inverse of the square matrix $T$, so $T$ is invertible without a separate assumption. Setting $S'=1$ in the previous result turns the conditions into $P'P'=P'$ and $F'P'=P'F'$, with $\operatorname{tr}P'=\operatorname{tr}(PS)$.

This justifies testing idempotency and the commutator in an orthonormalised basis in a finite-basis Hartree–Fock or Kohn–Sham calculation, provided that $T$ is square. Discarding nearly dependent functions makes $T$ rectangular and is not covered.

```lean
/-- If `T` orthonormalises the basis, `Tᴴ S T = 1`, then `tr P' = tr(PS)`, and the idempotency
and self-consistency conditions are equivalent to `P'P' = P'` and `F'P' = P'F'`. -/
theorem orthonormalised_conditions {T S : Matrix n n ℂ} (hS : formChange T S = 1)
    (F P : Matrix n n ℂ) :
    let F' := formChange T F
    let P' := densityChange T P
    P'.trace = (P * S).trace ∧ (P' * P' = P' ↔ P * S * P = P) ∧
    (F' * P' = P' * F' ↔ F * P * S = S * P * F) := by
  -- the orthonormality condition already makes `T` invertible
  have hT : IsUnit T.det := Matrix.isUnit_det_of_left_inverse (B := Tᴴ * S) hS
  have h := basis_change_invariance hT S F P
  simp only [hS, Matrix.mul_one, Matrix.one_mul] at h
  exact ⟨h.1, h.2.2.1, h.2.2.2⟩
```

## Populations that do change

The trace of $PS$ is invariant, but its separate diagonal entries, the Mulliken gross populations of the basis functions, need not be. Start from orthonormal $\varphi_0,\varphi_1$ with one electron in $\varphi_0$, and take $\varphi'_0=\varphi_0+\varphi_1$ and $\varphi'_1=\varphi_0+2\varphi_1$. Then

$$P'S'=T^{-1}PT=\begin{pmatrix}2&-1\\-1&1\end{pmatrix}\begin{pmatrix}1&0\\0&0\end{pmatrix}\begin{pmatrix}1&1\\1&2\end{pmatrix}=\begin{pmatrix}2&2\\-1&-1\end{pmatrix}.$$

The populations go from $1,0$ to $2,-1$, while their sum stays $1$. The new functions have norms $\sqrt2$ and $\sqrt5$; normalising them rescales only the off-diagonal entries, so the populations remain $2$ and $-1$. The Lean proof checks the inverse entry by entry and then evaluates the same product.

```lean
/-- The individual diagonal entries of `PS` (Mulliken gross populations) depend on the basis:
in this two-orbital example they change from `1, 0` to `2, -1`. -/
theorem mulliken_populations_change :
    let T : Matrix (Fin 2) (Fin 2) ℂ := !![1, 1; 1, 2]
    let P : Matrix (Fin 2) (Fin 2) ℂ := !![1, 0; 0, 0]
    let Q := densityChange T P * formChange T 1
    IsUnit T.det ∧ (P * 1 : Matrix (Fin 2) (Fin 2) ℂ) 0 0 = 1 ∧
    (P * 1 : Matrix (Fin 2) (Fin 2) ℂ) 1 1 = 0 ∧ Q 0 0 = 2 ∧ Q 1 1 = -1 := by
  intro T P Q
  have hdet : T.det = 1 := by
    simp only [T, Matrix.det_fin_two_of]
    norm_num
  have hT : IsUnit T.det := by
    rw [hdet]
    exact isUnit_one
  have hinv : T⁻¹ = !![2, -1; -1, 1] := by
    apply Matrix.inv_eq_right_inv
    ext i j
    fin_cases i <;> fin_cases j <;>
      norm_num [T, Matrix.mul_apply, Fin.sum_univ_succ]
  have hQ : Q = !![2, 2; -1, -1] := by
    change densityChange T P * formChange T 1 = _
    rw [density_mul_form hT, hinv, Matrix.mul_one]
    ext i j
    fin_cases i <;> fin_cases j <;>
      norm_num [T, P, Matrix.mul_apply, Fin.sum_univ_succ]
  rw [hQ, Matrix.mul_one]
  exact ⟨hT, rfl, rfl, rfl, rfl⟩

end

end NonorthogonalBasisChange
```

```lean
#print axioms NonorthogonalBasisChange.charpoly_invariant
#print axioms NonorthogonalBasisChange.basis_change_invariance
#print axioms NonorthogonalBasisChange.orthonormalised_conditions
#print axioms NonorthogonalBasisChange.mulliken_populations_change
```

```
'NonorthogonalBasisChange.charpoly_invariant' depends on axioms: [propext, Classical.choice, Quot.sound]
'NonorthogonalBasisChange.basis_change_invariance' depends on axioms: [propext, Classical.choice, Quot.sound]
'NonorthogonalBasisChange.orthonormalised_conditions' depends on axioms: [propext, Classical.choice, Quot.sound]
'NonorthogonalBasisChange.mulliken_populations_change' depends on axioms: [propext, Classical.choice, Quot.sound]
```
